# The Fermi level of a film with fixed, ordered subbands as a minimum of branch levels

Let a film have subbands whose bottoms lie at fixed energies e_0 ≤ … ≤ e_m, each subband with the constant density of states 1/π above its bottom (atomic units, both spins). At zero temperature it holds the areal density N > 0 at exactly one Fermi level,

μ(N) = min over 0 ≤ J ≤ m of (πN + e_0 + … + e_J)/(J + 1).

This level is continuous, strictly increasing and concave in N, and nondecreasing in every subband energy. For non-interacting electrons in fixed subbands, the formula replaces a numerical root search and locates the densities at which new subbands begin to fill.

## Density and branch levels

In Lean 4 with Mathlib:

```lean
import Mathlib

open Finset Real

namespace JelliumFilmFermiLevel

noncomputable section

/-- Areal electron density (atomic units, two spin states) held by the film subbands
`e 0, ..., e m` when they are filled up to the level `μ`. -/
def arealDensity (e : ℕ → ℝ) (m : ℕ) (μ : ℝ) : ℝ :=
  (∑ i ∈ range (m + 1), max 0 (μ - e i)) / π
```

The density of states 1/π stands for free motion in the film plane with the bare electron mass. Subband i, filled up to μ, therefore holds max(0, μ − e_i)/π electrons per area. The sequence `e` is infinite, but `range (m + 1)` selects only the indices 0, …, m; any subband left out must be empty in the real film. The energies do not respond to N, so there is no self-consistent potential.

```lean
/-- The level at which the subbands `e 0, ..., e J` alone would share the density `N`,
each contributing `(level - e i) / π`. -/
def branchLevel (e : ℕ → ℝ) (N : ℝ) (J : ℕ) : ℝ :=
  (π * N + ∑ i ∈ range (J + 1), e i) / ((J : ℝ) + 1)
```

Write L_J(N) for this level. It solves (L_J − e_0) + … + (L_J − e_J) = πN, as if exactly the subbands 0, …, J shared the electrons.

```lean
/-- The smallest of the branch levels of a film with subbands `e 0, ..., e m`. -/
def fermiLevel (e : ℕ → ℝ) (m : ℕ) (N : ℝ) : ℝ :=
  (range (m + 1)).inf' ⟨0, by simp⟩ (branchLevel e N)
```

`inf'` is the minimum over a nonempty finite set, and `⟨0, by simp⟩` shows that the set contains 0. That this minimum deserves the name `fermiLevel` is proved below.

## Bounding the filling

```lean
/-- The areal density times `π` is the sum of the filling depths of the subbands. -/
theorem pi_mul_arealDensity (e : ℕ → ℝ) (m : ℕ) (μ : ℝ) :
    π * arealDensity e m μ = ∑ i ∈ range (m + 1), max 0 (μ - e i) := by
  have h : ∀ S : ℝ, π * (S / π) = S := fun S => by field_simp
  exact h _
```

Writing n(μ) for `arealDensity e m μ`, this says πn(μ) = Σ_{i≤m} max(0, μ − e_i).

```lean
/-- The depths of the subbands `e 0, ..., e J` below `μ`, counted with sign, add up to `(J + 1) μ`
minus the sum of their energies. -/
theorem sum_depth (e : ℕ → ℝ) (J : ℕ) (μ : ℝ) :
    ∑ i ∈ range (J + 1), (μ - e i) = ((J : ℝ) + 1) * μ - ∑ i ∈ range (J + 1), e i := by
  simp [Finset.sum_sub_distrib]
```

The signed depths add up to (J + 1)μ − (e_0 + … + e_J).

```lean
/-- For `J ≤ m`, the signed depths of the subbands `e 0, ..., e J` never add up to more than `π`
times the areal density. -/
theorem sum_depth_le (e : ℕ → ℝ) {m J : ℕ} (μ : ℝ) (hJ : J ≤ m) :
    ∑ i ∈ range (J + 1), (μ - e i) ≤ π * arealDensity e m μ := by
  rw [pi_mul_arealDensity]
  calc ∑ i ∈ range (J + 1), (μ - e i)
      ≤ ∑ i ∈ range (J + 1), max 0 (μ - e i) := sum_le_sum fun i _ => le_max_right _ _
    _ ≤ ∑ i ∈ range (m + 1), max 0 (μ - e i) :=
        sum_le_sum_of_subset_of_nonneg
          (fun i hi => by simp only [mem_range] at *; omega)
          (fun i _ _ => le_max_left _ _)
```

For J ≤ m, the two `calc` steps are

Σ_{i≤J} (μ − e_i) ≤ Σ_{i≤J} max(0, μ − e_i) ≤ Σ_{i≤m} max(0, μ − e_i) = πn(μ).

The first replaces each depth by its positive part; the second adds nonnegative terms.

```lean
/-- If ordered subbands hold a positive density, there is an occupied subband `J` such that
the subbands up to `J` carry the whole density. -/
theorem exists_highest_occupied {e : ℕ → ℝ} {m : ℕ} {μ : ℝ}
    (he : MonotoneOn e (Set.Iic m)) (hpos : 0 < arealDensity e m μ) :
    ∃ J ≤ m, e J < μ ∧ π * arealDensity e m μ = ∑ i ∈ range (J + 1), (μ - e i) := by
  have hsum : ∑ i ∈ range (m + 1), max 0 (μ - e i) ≠ 0 := by
    rw [← pi_mul_arealDensity]
    positivity
  obtain ⟨k, hk, hk0⟩ := exists_ne_zero_of_sum_ne_zero hsum
  have hkμ : e k < μ := by
    by_contra h
    exact hk0 (max_eq_left (by linarith))
  -- take the highest subband lying below the level
  obtain ⟨J, hJ, hmax⟩ := exists_max_image ((range (m + 1)).filter (fun i => e i < μ)) id
    ⟨k, mem_filter.mpr ⟨hk, hkμ⟩⟩
  obtain ⟨hJm, hJμ⟩ := mem_filter.mp hJ
  have hJm' : J ≤ m := by
    have := mem_range.mp hJm
    omega
  refine ⟨J, hJm', hJμ, ?_⟩
  rw [pi_mul_arealDensity]
  symm
  calc ∑ i ∈ range (J + 1), (μ - e i)
      = ∑ i ∈ range (J + 1), max 0 (μ - e i) := by
        refine sum_congr rfl fun i hi => (max_eq_right ?_).symm
        have hiJ : i ≤ J := by
          have := mem_range.mp hi
          omega
        have := he (show i ≤ m from hiJ.trans hJm') (show J ≤ m from hJm') hiJ
        linarith
    _ = ∑ i ∈ range (m + 1), max 0 (μ - e i) := by
        refine sum_subset (fun i hi => by simp only [mem_range] at *; omega) ?_
        intro i hi hni
        refine max_eq_left ?_
        by_contra h
        have hiJ : i ≤ J := hmax i (mem_filter.mpr ⟨hi, by linarith⟩)
        exact hni (mem_range.mpr (by omega))
```

`MonotoneOn e (Set.Iic m)` says e_0 ≤ … ≤ e_m, with degeneracies allowed. If n(μ) > 0, some subband lies below μ; let J be the highest such one, which `exists_max_image` selects. Subbands up to J have positive depth, and those above J contribute zero. Both inequalities above then become equalities.

## The unique level

```lean
/-- Ordered subbands filled up to `μ` hold the areal density `N > 0` exactly when `μ` is the
minimum over `J ≤ m` of `(π N + e 0 + ... + e J) / (J + 1)`. -/
theorem arealDensity_eq_iff {e : ℕ → ℝ} {m : ℕ} {N : ℝ}
    (he : MonotoneOn e (Set.Iic m)) (hN : 0 < N) (μ : ℝ) :
    arealDensity e m μ = N ↔ μ = fermiLevel e m N := by
  -- every level that holds the density N is the minimum of the branches
  have key : ∀ ν, arealDensity e m ν = N → ν = fermiLevel e m N := by
    intro ν h
    apply le_antisymm
    · refine le_inf' _ _ fun J hJ => ?_
      have hb := sum_depth_le e (m := m) (J := J) ν (by have := mem_range.mp hJ; omega)
      rw [sum_depth, h] at hb
      unfold branchLevel
      rw [le_div_iff₀ (by positivity)]
      linarith
    · obtain ⟨J, hJ, -, hs⟩ := exists_highest_occupied he (h.symm ▸ hN)
      rw [sum_depth, h] at hs
      refine (inf'_le (branchLevel e N) (mem_range.mpr (Nat.lt_succ_of_le hJ))).trans ?_
      unfold branchLevel
      rw [div_le_iff₀ (by positivity)]
      linarith
  refine ⟨key μ, ?_⟩
  rintro rfl
  -- a level holding N exists, because the density grows continuously from zero
  have hcont : Continuous (arealDensity e m) :=
    (continuous_finsetSum _ fun i _ =>
      continuous_const.max (continuous_id.sub continuous_const)).div_const _
  have hlow : arealDensity e m (e 0) ≤ N := by
    have h0 : ∑ i ∈ range (m + 1), max 0 (e 0 - e i) = 0 := by
      refine sum_eq_zero fun i hi => max_eq_left ?_
      have him : i ≤ m := by
        have := mem_range.mp hi
        omega
      have := he (show 0 ≤ m from Nat.zero_le m) (show i ≤ m from him) (Nat.zero_le i)
      linarith
    unfold arealDensity
    rw [h0, zero_div]
    exact hN.le
  have hhigh : N ≤ arealDensity e m (e 0 + π * N) := by
    have hb := sum_depth_le e (e 0 + π * N) (Nat.zero_le m)
    simp only [zero_add, sum_range_one] at hb
    exact le_of_mul_le_mul_left (by linarith) pi_pos
  have hle : e 0 ≤ e 0 + π * N := by
    have : 0 < π * N := by positivity
    linarith
  obtain ⟨ν, -, hν⟩ := intermediate_value_Icc hle hcont.continuousOn ⟨hlow, hhigh⟩
  rw [← key ν hν]
  exact hν
```

The symbol `↔` means "exactly when", so the theorem gives existence, uniqueness and the formula.

Suppose n(ν) = N. The bound gives (J + 1)ν − (e_0 + … + e_J) ≤ πN, that is, ν ≤ L_J(N) for every J ≤ m. For the highest occupied J, equality holds. Hence ν is the minimum; this is the step `key`.

Such a ν exists because n is continuous, n(e_0) = 0, and n(e_0 + πN) ≥ N, since the lowest subband alone already holds N there. The intermediate value theorem supplies ν, and `key` identifies it with the minimum.

Without any ordering condition the formula can fail. Take e_0 = 3, e_1 = 0 and πN = 1: the true level is 1, but the branch levels are 4 and 2. Nor does N ≥ 0 suffice: at N = 0 every μ ≤ e_0 holds the density, so uniqueness is lost.

## Dependence on density and energies

```lean
/-- The minimum of the branch levels is a continuous, strictly increasing and concave
function of the areal density. -/
theorem fermiLevel_shape (e : ℕ → ℝ) (m : ℕ) :
    Continuous (fermiLevel e m) ∧ StrictMono (fermiLevel e m) ∧
      ConcaveOn ℝ Set.univ (fermiLevel e m) := by
  refine ⟨?_, ?_, convex_univ, ?_⟩
  · refine Continuous.finset_inf'_apply (f := fun J N => branchLevel e N J) _ fun J _ => ?_
    exact ((continuous_const.mul continuous_id).add continuous_const).div_const _
  · intro x y hxy
    refine (lt_inf'_iff _).mpr fun J hJ => ?_
    refine (inf'_le (branchLevel e x) hJ).trans_lt ?_
    unfold branchLevel
    have := pi_pos
    gcongr
  · intro x _ y _ a b ha hb hab
    refine le_inf' _ _ fun J hJ => ?_
    have hx : fermiLevel e m x ≤ branchLevel e x J := inf'_le _ hJ
    have hy : fermiLevel e m y ≤ branchLevel e y J := inf'_le _ hJ
    -- each branch is affine in the density
    have haff : branchLevel e (a • x + b • y) J
        = a * branchLevel e x J + b * branchLevel e y J := by
      obtain rfl : b = 1 - a := by linarith
      simp only [branchLevel, smul_eq_mul]
      ring
    rw [haff, smul_eq_mul, smul_eq_mul]
    exact add_le_add (mul_le_mul_of_nonneg_left hx ha) (mul_le_mul_of_nonneg_left hy hb)
```

Each L_J is affine in N with slope π/(J + 1) > 0, so the finite minimum is continuous. If x < y, then μ(x) ≤ L_J(x) < L_J(y) for every J, hence μ(x) < μ(y). For a, b ≥ 0 with a + b = 1,

L_J(ax + by) = aL_J(x) + bL_J(y) ≥ aμ(x) + bμ(y),

and minimising over J gives concavity. The theorem treats the minimum as a function of all real N; it is the Fermi level for ordered subbands and N > 0.

```lean
/-- Raising any of the subband energies at fixed density `N > 0` never lowers the Fermi
level; the subbands need not be ordered and may cross. -/
theorem level_mono_energies {e e' : ℕ → ℝ} {m : ℕ} {N μ μ' : ℝ} (hN : 0 < N)
    (hee : ∀ i ≤ m, e i ≤ e' i) (h : arealDensity e m μ = N)
    (h' : arealDensity e' m μ' = N) : μ ≤ μ' := by
  by_contra hc
  have hlt : μ' < μ := not_le.mp hc
  have hs := pi_mul_arealDensity e m μ
  have hs' := pi_mul_arealDensity e' m μ'
  rw [h] at hs
  rw [h'] at hs'
  have hne : ∑ i ∈ range (m + 1), max 0 (μ' - e' i) ≠ 0 := by
    rw [← hs']
    positivity
  obtain ⟨k, hk, hk0⟩ := exists_ne_zero_of_sum_ne_zero hne
  have hkμ : e' k < μ' := by
    by_contra hn
    exact hk0 (max_eq_left (by linarith))
  have hle : ∀ i ∈ range (m + 1), e i ≤ e' i := fun i hi =>
    hee i (by have := mem_range.mp hi; omega)
  -- an occupied subband would hold strictly more electrons at the higher level
  have hsum : ∑ i ∈ range (m + 1), max 0 (μ' - e' i)
      < ∑ i ∈ range (m + 1), max 0 (μ - e i) := by
    refine sum_lt_sum (fun i hi => max_le_max le_rfl (by linarith [hle i hi])) ⟨k, hk, ?_⟩
    have := hle k hk
    exact lt_max_of_lt_right (max_lt (by linarith) (by linarith))
  linarith
```

Let e_i ≤ e'_i, let μ and μ' hold the same N > 0, and suppose μ' < μ. Then max(0, μ' − e'_i) ≤ max(0, μ − e_i) for every i, strictly for a subband occupied in the raised film. Summing gives πN < πN, a contradiction. No ordering is used, so subbands may cross.

## When subband k fills

```lean
/-- For ordered subbands and `N > 0`, the Fermi level lies above subband `k` exactly when
`π N` exceeds the sum of the spacings `e k - e i` to all lower subbands. -/
theorem subband_occupied_iff {e : ℕ → ℝ} {m k : ℕ} {N : ℝ}
    (he : MonotoneOn e (Set.Iic m)) (hN : 0 < N) (hk : k ≤ m) :
    e k < fermiLevel e m N ↔ ∑ i ∈ range k, (e k - e i) < π * N := by
  have hd := (arealDensity_eq_iff he hN (fermiLevel e m N)).mpr rfl
  generalize fermiLevel e m N = μ at hd ⊢
  constructor
  · intro h
    have hb := sum_depth_le e μ hk
    rw [hd, sum_range_succ] at hb
    have hs : ∑ i ∈ range k, (e k - e i) ≤ ∑ i ∈ range k, (μ - e i) :=
      sum_le_sum fun i _ => by linarith
    linarith
  · intro h
    by_contra hc
    obtain ⟨J, hJ, hJμ, hs⟩ := exists_highest_occupied he (hd.symm ▸ hN)
    rw [hd] at hs
    have hJk : J < k := by
      by_contra hn
      have := he (show k ≤ m from hk) (show J ≤ m from hJ) (not_lt.mp hn)
      linarith
    have h1 : ∑ i ∈ range (J + 1), (μ - e i) ≤ ∑ i ∈ range (J + 1), (e k - e i) :=
      sum_le_sum fun i _ => by linarith
    have h2 : ∑ i ∈ range (J + 1), (e k - e i) ≤ ∑ i ∈ range k, (e k - e i) := by
      refine sum_le_sum_of_subset_of_nonneg
        (fun i hi => by simp only [mem_range] at *; omega) fun i hi _ => ?_
      have hik : i ≤ k := (mem_range.mp hi).le
      exact sub_nonneg.mpr (he (show i ≤ m from hik.trans hk) (show k ≤ m from hk) hik)
    linarith

end

end JelliumFilmFermiLevel
```

If μ > e_k, then

Σ_{i<k} (e_k − e_i) ≤ Σ_{i<k} (μ − e_i) < Σ_{i≤k} (μ − e_i) ≤ πN.

Conversely, if μ ≤ e_k, the highest occupied J satisfies J < k, and

πN = Σ_{i≤J} (μ − e_i) ≤ Σ_{i≤J} (e_k − e_i) ≤ Σ_{i<k} (e_k − e_i),

so the threshold is not exceeded. For k = 0 the sum is empty, and the lowest subband is always occupied.

```lean
#print axioms JelliumFilmFermiLevel.fermiLevel_shape
#print axioms JelliumFilmFermiLevel.level_mono_energies
#print axioms JelliumFilmFermiLevel.subband_occupied_iff
```

```
'JelliumFilmFermiLevel.fermiLevel_shape' depends on axioms: [propext, Classical.choice, Quot.sound]
'JelliumFilmFermiLevel.level_mono_energies' depends on axioms: [propext, Classical.choice, Quot.sound]
'JelliumFilmFermiLevel.subband_occupied_iff' depends on axioms: [propext, Classical.choice, Quot.sound]
```
